# A bound on satellite weight from the strength of the core-hole perturbation

The size of a core-hole perturbation does not by itself show whether the initial state survives as a single line: an arbitrarily weak coupling can completely mix two degenerate configurations. The bound below therefore combines the size of the perturbation with an energy separation.

Let $H$ and $A$ be Hermitian matrices, $f$ a unit vector with $Hf=Ef$, and $d$ real. Let $v_i$ be orthonormal eigenvectors of $H+dA$ with energies $\varepsilon_i$. For $g>0$,

$$W=\sum_{|\varepsilon_i-E|\ge g}|\langle v_i,f\rangle|^2\le\frac{d^2\|Af\|^2}{g^2}.$$

Here $f$ is the state before the core hole acts, $dA$ is the core-hole potential, and the squared overlaps are sudden-approximation intensities. The sum $W$ counts every listed final state at least $g$ away from $E$, including a main line that the core hole has itself shifted that far. In a finite impurity model treated this way, with $H$, $A$ and $g$ fixed, this weight vanishes at least as fast as $d^2$ when $d\to0$.

## From the eigenvalue equation to the bound

Evaluate $\langle v_i,(H+dA)f\rangle$ twice. Acting to the left gives $\varepsilon_i\langle v_i,f\rangle$; acting to the right gives $E\langle v_i,f\rangle+d\langle v_i,Af\rangle$. Equate the two and subtract $da\langle v_i,f\rangle$, with $a$ any real number:

$$(\varepsilon_i-E-da)\langle v_i,f\rangle=d\,\langle v_i,(A-a)f\rangle.$$

Take squared moduli and sum over the states with $|\varepsilon_i-E-da|\ge g$. Writing $W_a$ for their total weight,

$$g^2W_a\le d^2\sum_i|\langle v_i,(A-a)f\rangle|^2\le d^2\|(A-a)f\|^2,$$

where the last step is Bessel's inequality. Setting $a=0$ gives the claim.

For unit $f$ and $a=\langle f,Af\rangle$, the reference $E+da$ is the mean of $H+dA$ in $f$, and expanding the norm gives the variance of $A$:

$$\|(A-a)f\|^2=\|Af\|^2-2a^2+a^2=\|Af\|^2-a^2.$$

If the $v_i$ form a complete basis, Parseval's identity replaces Bessel's inequality. With $a=0$ and no restriction on the sum,

$$\sum_i(\varepsilon_i-E)^2|\langle v_i,f\rangle|^2=d^2\|Af\|^2.$$

The total weight is then one, so the weight within $g$ of $E$ is $1-W\ge1-d^2\|Af\|^2/g^2$. Several lines can share this weight if more than one final energy lies in the window.

## Operators, final states and weight

The general theorems use linear maps on a complex inner product space `V`, with `IsSymmetric` expressing Hermiticity. These maps are defined on all of `V` and take values in `V`; an operator defined only on a smaller domain within `V` is not covered. The final states form a finite family indexed by `ι`.

In Lean 4 with Mathlib:

```lean
import Mathlib

open Matrix
open scoped InnerProductSpace

namespace CoreHoleSatellites

noncomputable section

variable {V ι : Type*} [NormedAddCommGroup V] [InnerProductSpace ℂ V] [Fintype ι]
```

The filtered sum below is $W$, with states exactly at distance `g` included.

```lean
/-- Total squared overlap of the state `f` with those final states `v i` whose energies `ε i`
lie at least `g` away from the reference energy `E`. -/
def satelliteWeight (v : ι → V) (ε : ι → ℝ) (f : V) (E g : ℝ) : ℝ :=
  ∑ i with g ≤ |ε i - E|, ‖⟪v i, f⟫_ℂ‖ ^ 2
```

## The overlap identity

`overlap_sq` is the squared form of the first displayed identity in the derivation. In its proof, `h1` moves the operators from `v` onto `f` by symmetry, and `h2` introduces the shift `a`.

```lean
/-- The squared overlap of an eigenstate `f` of `H` with an eigenstate `v` of `H + d A`, times the
squared energy difference from `E + d a`, equals `d ^ 2` times the squared matrix element of
`A - a` between them. -/
theorem overlap_sq {H A : V →ₗ[ℂ] V} (hH : H.IsSymmetric) (hA : A.IsSymmetric)
    {f v : V} {E ε d : ℝ} (hf : H f = (E : ℂ) • f)
    (hv : (H + (d : ℂ) • A) v = (ε : ℂ) • v) (a : ℝ) :
    (ε - (E + d * a)) ^ 2 * ‖⟪v, f⟫_ℂ‖ ^ 2 = d ^ 2 * ‖⟪v, A f - (a : ℂ) • f⟫_ℂ‖ ^ 2 := by
  -- move the perturbed Hamiltonian from `v` onto `f`
  have h1 : ⟪(H + (d : ℂ) • A) v, f⟫_ℂ = ⟪v, H f⟫_ℂ + d * ⟪v, A f⟫_ℂ := by
    rw [LinearMap.add_apply, LinearMap.smul_apply, inner_add_left, inner_smul_left,
      hH v f, hA v f, Complex.conj_ofReal]
  rw [hv, hf, inner_smul_left, inner_smul_right, Complex.conj_ofReal] at h1
  have h2 : ((ε - (E + d * a) : ℝ) : ℂ) * ⟪v, f⟫_ℂ
      = (d : ℂ) * ⟪v, A f - (a : ℂ) • f⟫_ℂ := by
    rw [inner_sub_right, inner_smul_right]
    push_cast
    linear_combination h1
  have h3 := congrArg (fun z : ℂ => ‖z‖ ^ 2) h2
  simpa only [norm_mul, mul_pow, Complex.norm_real, Real.norm_eq_abs, sq_abs] using h3
```

## Bessel's inequality on the selected states

The `calc` chain follows the hand estimate: energy separation first, Bessel's inequality last. The proof turns on `hon.sum_inner_products_le`. This Mathlib lemma bounds the sum of squared inner products over any finite set of indices of an orthonormal family, so it applies directly to the states selected by the energy condition. They need not be complete.

```lean
/-- Satellite bound about a shifted reference energy `E + d a`, for any real `a`. -/
theorem satelliteWeight_shift_le {H A : V →ₗ[ℂ] V} (hH : H.IsSymmetric) (hA : A.IsSymmetric)
    {f : V} {E d g : ℝ} (hf : H f = (E : ℂ) • f) {v : ι → V} {ε : ι → ℝ}
    (hon : Orthonormal ℂ v) (hv : ∀ i, (H + (d : ℂ) • A) (v i) = (ε i : ℂ) • v i)
    (hg : 0 < g) (a : ℝ) :
    satelliteWeight v ε f (E + d * a) g ≤ d ^ 2 * ‖A f - (a : ℂ) • f‖ ^ 2 / g ^ 2 := by
  rw [satelliteWeight, le_div_iff₀ (by positivity), Finset.sum_mul]
  calc ∑ i with g ≤ |ε i - (E + d * a)|, ‖⟪v i, f⟫_ℂ‖ ^ 2 * g ^ 2
      ≤ ∑ i with g ≤ |ε i - (E + d * a)|, d ^ 2 * ‖⟪v i, A f - (a : ℂ) • f⟫_ℂ‖ ^ 2 := by
        refine Finset.sum_le_sum fun i hi => ?_
        have h := pow_le_pow_left₀ hg.le (Finset.mem_filter.1 hi).2 2
        rw [sq_abs] at h
        rw [← overlap_sq hH hA hf (hv i) a, mul_comm]
        exact mul_le_mul_of_nonneg_right h (sq_nonneg _)
    _ = d ^ 2 * ∑ i with g ≤ |ε i - (E + d * a)|, ‖⟪v i, A f - (a : ℂ) • f⟫_ℂ‖ ^ 2 :=
        (Finset.mul_sum _ _ _).symm
    -- Bessel's inequality
    _ ≤ d ^ 2 * ‖A f - (a : ℂ) • f‖ ^ 2 :=
        mul_le_mul_of_nonneg_left (hon.sum_inner_products_le _) (sq_nonneg d)
```

The unshifted bound is the case `a = 0`. Normalisation of `f` is not assumed.

```lean
/-- The weight of `f` on eigenstates of `H + d A` at least `g` away from its unperturbed energy
is at most `d ^ 2 ‖A f‖ ^ 2 / g ^ 2`. -/
theorem satelliteWeight_le {H A : V →ₗ[ℂ] V} (hH : H.IsSymmetric) (hA : A.IsSymmetric)
    {f : V} {E d g : ℝ} (hf : H f = (E : ℂ) • f) {v : ι → V} {ε : ι → ℝ}
    (hon : Orthonormal ℂ v) (hv : ∀ i, (H + (d : ℂ) • A) (v i) = (ε i : ℂ) • v i)
    (hg : 0 < g) :
    satelliteWeight v ε f E g ≤ d ^ 2 * ‖A f‖ ^ 2 / g ^ 2 := by
  simpa using satelliteWeight_shift_le hH hA hf hon hv hg 0
```

For matrices, `toEuclideanLin` supplies the corresponding linear map, and `IsHermitian` becomes symmetry.

```lean
/-- The satellite bound for Hermitian matrices `H` and `A`. -/
theorem satelliteWeight_matrix_le {n : Type*} [Fintype n] [DecidableEq n]
    {H A : Matrix n n ℂ} (hH : H.IsHermitian) (hA : A.IsHermitian)
    {f : EuclideanSpace ℂ n} {E d g : ℝ} (hf : toEuclideanLin H f = (E : ℂ) • f)
    {v : ι → EuclideanSpace ℂ n} {ε : ι → ℝ} (hon : Orthonormal ℂ v)
    (hv : ∀ i, toEuclideanLin (H + (d : ℂ) • A) (v i) = (ε i : ℂ) • v i) (hg : 0 < g) :
    satelliteWeight v ε f E g ≤ d ^ 2 * ‖toEuclideanLin A f‖ ^ 2 / g ^ 2 := by
  refine satelliteWeight_le (isSymmetric_toEuclideanLin_iff.2 hH)
    (isSymmetric_toEuclideanLin_iff.2 hA) hf hon (fun i => ?_) hg
  have h := hv i
  rwa [map_add, map_smul] at h
```

## Variance, sum rule and main line

Normalisation enters here as `hf1`; `hvar` is the expansion of the norm.

```lean
/-- Measured from `E + d a`, the mean of `H + d A` in `f`, with `a` the mean of `A` in the
normalised state `f`, the satellite weight is bounded by the variance of `A` times `d ^ 2 / g ^ 2`.
-/
theorem satelliteWeight_variance_le {H A : V →ₗ[ℂ] V} (hH : H.IsSymmetric)
    (hA : A.IsSymmetric) {f : V} {E d g a : ℝ} (hf : H f = (E : ℂ) • f) (hf1 : ‖f‖ = 1)
    (ha : (⟪f, A f⟫_ℂ).re = a) {v : ι → V} {ε : ι → ℝ} (hon : Orthonormal ℂ v)
    (hv : ∀ i, (H + (d : ℂ) • A) (v i) = (ε i : ℂ) • v i) (hg : 0 < g) :
    satelliteWeight v ε f (E + d * a) g ≤ d ^ 2 * (‖A f‖ ^ 2 - a ^ 2) / g ^ 2 := by
  have hvar : ‖A f - (a : ℂ) • f‖ ^ 2 = ‖A f‖ ^ 2 - a ^ 2 := by
    have hre : RCLike.re ((a : ℂ) * ⟪f, A f⟫_ℂ) = a * a := by
      rw [RCLike.re_eq_complex_re, Complex.re_ofReal_mul, ha]
    rw [@norm_sub_sq ℂ, inner_smul_right, hA f f, hre, norm_smul, hf1, Complex.norm_real,
      Real.norm_eq_abs, mul_one, sq_abs]
    ring
  rw [← hvar]
  exact satelliteWeight_shift_le hH hA hf hon hv hg a
```

An `OrthonormalBasis` expresses completeness. Since `ι` is finite, the next two results concern finite-dimensional spaces.

```lean
/-- Second-moment sum rule: over a complete set of final states, the squared energy shifts
weighted by the squared overlaps add up to `d ^ 2 ‖A f‖ ^ 2`. -/
theorem second_moment_sum_rule {H A : V →ₗ[ℂ] V} (hH : H.IsSymmetric) (hA : A.IsSymmetric)
    {f : V} {E d : ℝ} (hf : H f = (E : ℂ) • f) (b : OrthonormalBasis ι ℂ V) {ε : ι → ℝ}
    (hb : ∀ i, (H + (d : ℂ) • A) (b i) = (ε i : ℂ) • b i) :
    ∑ i, (ε i - E) ^ 2 * ‖⟪b i, f⟫_ℂ‖ ^ 2 = d ^ 2 * ‖A f‖ ^ 2 := by
  rw [← b.sum_sq_norm_inner_right (A f), Finset.mul_sum]
  refine Finset.sum_congr rfl fun i _ => ?_
  simpa using overlap_sq hH hA hf (hb i) 0
```

The main-line proof splits the total weight into the parts inside and outside the window, then applies the satellite bound.

```lean
/-- For normalised `f` and a complete set of final states, the weight within `g` of the
unperturbed energy is at least `1 - d ^ 2 ‖A f‖ ^ 2 / g ^ 2`. -/
theorem main_line_weight_ge {H A : V →ₗ[ℂ] V} (hH : H.IsSymmetric) (hA : A.IsSymmetric)
    {f : V} {E d g : ℝ} (hf : H f = (E : ℂ) • f) (hf1 : ‖f‖ = 1)
    (b : OrthonormalBasis ι ℂ V) {ε : ι → ℝ}
    (hb : ∀ i, (H + (d : ℂ) • A) (b i) = (ε i : ℂ) • b i) (hg : 0 < g) :
    1 - d ^ 2 * ‖A f‖ ^ 2 / g ^ 2 ≤ ∑ i with |ε i - E| < g, ‖⟪b i, f⟫_ℂ‖ ^ 2 := by
  have hsat := satelliteWeight_le hH hA hf b.orthonormal hb hg
  rw [satelliteWeight] at hsat
  -- split the total weight into main line and satellites
  have hs := Finset.sum_filter_add_sum_filter_not Finset.univ
    (fun i => g ≤ |ε i - E|) (fun i => ‖⟪b i, f⟫_ℂ‖ ^ 2)
  have hlt : ∑ i with |ε i - E| < g, ‖⟪b i, f⟫_ℂ‖ ^ 2
      = ∑ i with ¬ g ≤ |ε i - E|, ‖⟪b i, f⟫_ℂ‖ ^ 2 :=
    Finset.sum_congr (by ext i; simp) (fun _ _ => rfl)
  rw [b.sum_sq_norm_inner_right f, hf1] at hs
  rw [hlt]
  linarith
```

## Two configurations brought into resonance

Take configurations with energies $0$ and $\Delta$, uncoupled at first. The core hole lowers the second by $\Delta$ and couples them with strength $t$. This is a toy model for testing the bound; in the usual charge-transfer models the configurations are already hybridised before the core hole is created.

```lean
/-- Two uncoupled configurations with energies `0` and `Δ`. -/
def ctH (Δ : ℝ) : Matrix (Fin 2) (Fin 2) ℂ := !![0, 0; 0, (Δ : ℂ)]

/-- A core-hole perturbation that lowers the second configuration by `Δ` and couples the two
configurations with strength `t`. -/
def ctA (Δ t : ℝ) : Matrix (Fin 2) (Fin 2) ℂ := !![0, (t : ℂ); (t : ℂ), -(Δ : ℂ)]
```

At $d=1$ the final Hamiltonian has zero diagonal and off-diagonal elements $t$. Its eigenvectors are $(1,\pm1)/\sqrt2$, with energies $\pm t$. The code multiplies both by the phase $e^{i\pi/4}$, making the components $\pm(1+i)/2$ and avoiding square roots; the vectors remain normalised.

```lean
/-- The even and odd equal-weight mixtures of the two configurations. -/
def ctStates : Fin 2 → EuclideanSpace ℂ (Fin 2) :=
  ![!₂[⟨1 / 2, 1 / 2⟩, ⟨1 / 2, 1 / 2⟩], !₂[⟨1 / 2, 1 / 2⟩, ⟨-1 / 2, -1 / 2⟩]]
```

The component formula reduces the eigenvalue equations to arithmetic.

```lean
/-- Components of a two-level operator applied to a state. -/
theorem two_level_apply (M : Matrix (Fin 2) (Fin 2) ℂ) (x : EuclideanSpace ℂ (Fin 2))
    (k : Fin 2) : (toEuclideanLin M x) k = M k 0 * x 0 + M k 1 * x 1 := by
  change (M *ᵥ x.ofLp) k = _
  simp [Matrix.mulVec, dotProduct, Fin.sum_univ_two]

/-- The two-level model, with `d = 1`, initial state `(1, 0)` and final energies `t` and `-t`, meets
the hypotheses of the matrix satellite bound on the operators and states. -/
theorem two_level_witness (Δ t : ℝ) :
    (ctH Δ).IsHermitian ∧ (ctA Δ t).IsHermitian ∧
    toEuclideanLin (ctH Δ) !₂[1, 0] = ((0 : ℝ) : ℂ) • !₂[(1 : ℂ), 0] ∧
    Orthonormal ℂ ctStates ∧
    ∀ i, toEuclideanLin (ctH Δ + ((1 : ℝ) : ℂ) • ctA Δ t) (ctStates i)
      = ((![t, -t] i : ℝ) : ℂ) • ctStates i := by
  refine ⟨?_, ?_, ?_, ?_, ?_⟩
  · ext i j
    fin_cases i <;> fin_cases j <;> simp [ctH]
  · ext i j
    fin_cases i <;> fin_cases j <;> simp [ctA]
  · ext k
    rw [two_level_apply]
    fin_cases k <;> simp [ctH]
  · -- the inner product in real and imaginary parts
    have key : ∀ x y : EuclideanSpace ℂ (Fin 2), ⟪x, y⟫_ℂ =
        ⟨(x 0).re * (y 0).re + (x 0).im * (y 0).im + (x 1).re * (y 1).re + (x 1).im * (y 1).im,
         (x 0).re * (y 0).im - (x 0).im * (y 0).re + (x 1).re * (y 1).im
          - (x 1).im * (y 1).re⟩ := by
      intro x y
      rw [PiLp.inner_apply, Fin.sum_univ_two]
      apply Complex.ext <;> simp [RCLike.inner_apply] <;> ring
    rw [orthonormal_iff_ite]
    intro i j
    rw [key]
    fin_cases i <;> fin_cases j <;> simp [ctStates, Complex.ext_iff] <;> norm_num
  · intro i
    ext k
    rw [two_level_apply]
    fin_cases i <;> fin_cases k <;>
      simp [ctStates, ctH, ctA, Complex.ext_iff] <;> ring
```

For $f=(1,0)$, $Af=(0,t)$ and each squared overlap is $1/2$. With $t\ne0$ and $g=|t|$, both final states count as satellites, so the weight and its bound both equal one. The constant in the general inequality therefore cannot be lowered.

```lean
/-- In the two-level model with `t ≠ 0` and `g = |t|`, the satellite weight and its upper bound
are both equal to one. -/
theorem two_level_saturates (Δ t : ℝ) (ht : t ≠ 0) :
    satelliteWeight ctStates ![t, -t] !₂[1, 0] 0 |t| = 1 ∧
    (1 : ℝ) ^ 2 * ‖toEuclideanLin (ctA Δ t) !₂[1, 0]‖ ^ 2 / |t| ^ 2 = 1 := by
  constructor
  · -- both final states lie exactly at distance `|t|`
    have hall : ∀ i ∈ (Finset.univ : Finset (Fin 2)), |t| ≤ |(![t, -t] : Fin 2 → ℝ) i - 0| := by
      intro i _
      fin_cases i <;> simp
    rw [satelliteWeight, Finset.filter_true_of_mem hall, Fin.sum_univ_two,
      ← Complex.normSq_eq_norm_sq, ← Complex.normSq_eq_norm_sq]
    simp [ctStates, PiLp.inner_apply, Fin.sum_univ_two, Complex.normSq_apply]
    norm_num
  · have hn : ‖toEuclideanLin (ctA Δ t) !₂[1, 0]‖ ^ 2 = |t| ^ 2 := by
      rw [EuclideanSpace.norm_sq_eq, Fin.sum_univ_two, two_level_apply, two_level_apply]
      simp [ctA]
    rw [hn, one_pow, one_mul]
    exact div_self (pow_ne_zero 2 (abs_ne_zero.2 ht))

end

end CoreHoleSatellites
```

```lean
#print axioms CoreHoleSatellites.satelliteWeight_matrix_le
#print axioms CoreHoleSatellites.satelliteWeight_variance_le
#print axioms CoreHoleSatellites.main_line_weight_ge
#print axioms CoreHoleSatellites.two_level_saturates
```

```
'CoreHoleSatellites.satelliteWeight_matrix_le' depends on axioms: [propext, Classical.choice, Quot.sound]
'CoreHoleSatellites.satelliteWeight_variance_le' depends on axioms: [propext, Classical.choice, Quot.sound]
'CoreHoleSatellites.main_line_weight_ge' depends on axioms: [propext, Classical.choice, Quot.sound]
'CoreHoleSatellites.two_level_saturates' depends on axioms: [propext, Classical.choice, Quot.sound]
```
